# The Heisenberg coupling of two Schwinger spins in pair form and in hopping form

Let a spin $S$ be carried by two boson modes with annihilators $a_0,a_1$ and creators $a_0',a_1'$, and a spin $T$ by modes $c_0,c_1$ with creators $c_0',c_1'$. If the annihilators of $S$ commute with the creators of $T$, then, with $\hbar=1$,

$$\mathbf S\cdot\mathbf T=\tfrac14N_SN_T-\tfrac12A'A,\qquad A=a_0c_1-a_1c_0,\quad A'=a_0'c_1'-a_1'c_0',$$

where $N_S$ and $N_T$ are the boson numbers. A second form, in terms of bosons hopping between the spins, needs the canonical commutation relations for $S$. Together the two forms bound the exchange energy of a single bond between two quantum spins.

## Spins built from bosons

The operators live in an algebra `R` over a field `K` of characteristic zero, for instance $\mathbb Q$ or $\mathbb C$. The creators `ad`, `cd` and annihilators `a`, `c` are separate families indexed by 0 and 1, and no adjoint relation is assumed yet. The letter $c$ denotes a boson here, although it often stands for a fermion. The comments in the code number the modes 1 and 2.

```lean
import Mathlib

open scoped InnerProductSpace

namespace SchwingerBondOperators

noncomputable section

section Algebra

variable (K : Type*) {R : Type*} [Field K] [CharZero K] [Ring R] [Algebra K R]
```

The boson number is $N_S=a_0'a_0+a_1'a_1$, and likewise for $T$.

```lean
/-- The boson number of a pair of modes with creators `ad` and annihilators `a`. -/
def number (ad a : Fin 2 → R) : R := ad 0 * a 0 + ad 1 * a 1
```

With $\hbar=1$, the raising operator is $S^+=a_0'a_1$.

```lean
/-- The Schwinger raising operator: it moves a boson from the second mode to the first. -/
def raising (ad a : Fin 2 → R) : R := ad 0 * a 1
```

The lowering operator is $S^-=a_1'a_0$.

```lean
/-- The Schwinger lowering operator: it moves a boson from the first mode to the second. -/
def lowering (ad a : Fin 2 → R) : R := ad 1 * a 0
```

The z-component is $S^z=\tfrac12(a_0'a_0-a_1'a_1)$.

```lean
/-- The Schwinger z-component: half the difference of the two occupation numbers. -/
def spinZ (ad a : Fin 2 → R) : R := (1 / 2 : K) • (ad 0 * a 0 - ad 1 * a 1)
```

The scalar product is $\mathbf S\cdot\mathbf T=S^zT^z+\tfrac12(S^+T^-+S^-T^+)$. The name `heisenberg` refers to this product alone, without an exchange constant.

```lean
/-- The Heisenberg coupling `Sz Tz + (S+ T- + S- T+)/2` of two Schwinger spins. -/
def heisenberg (ad a cd c : Fin 2 → R) : R :=
  spinZ K ad a * spinZ K cd c +
    (1 / 2 : K) • (raising ad a * lowering cd c + lowering ad a * raising cd c)
```

One definition gives both $A$ = `pair a c` and $A'$ = `pair ad cd`. Some texts put an extra factor $\tfrac12$ into $A$.

```lean
/-- The antisymmetric pair operator `x₁ y₂ - x₂ y₁`; it is applied to two pairs of
annihilators or to two pairs of creators. -/
def pair (x y : Fin 2 → R) : R := x 0 * y 1 - x 1 * y 0
```

The operator $B=a_0'c_0+a_1'c_1$ = `hop ad c` moves a boson from $T$ to $S$, and $B'=c_0'a_0+c_1'a_1$ = `hop cd a` moves one back.

```lean
/-- The hopping operator `x₁ y₁ + x₂ y₂`, with creators `x` of one spin and
annihilators `y` of the other. -/
def hop (x y : Fin 2 → R) : R := x 0 * y 0 + x 1 * y 1
```

## The pair form

Write $n_i=a_i'a_i$ and $m_i=c_i'c_i$. Since $a_k$ commutes with $c_j'$, we have $a_i'c_j'a_kc_l=a_i'a_k\,c_j'c_l$. Expanding $A'A$ then gives

$$A'A=n_0m_1+n_1m_0-S^+T^--S^-T^+ .$$

Hence

$$\tfrac14N_SN_T-\tfrac12A'A=\tfrac14(n_0-n_1)(m_0-m_1)+\tfrac12(S^+T^-+S^-T^+),$$

which is $\mathbf S\cdot\mathbf T$. In the proof, `e` is the reordering, `simp` expands the products and `module` compares coefficients.

```lean
/-- If the annihilators of S commute with the creators of T, the Heisenberg coupling is
`N_S N_T / 4 - A'A / 2`, with `A` the pair annihilator and `A'` the pair creator. -/
theorem heisenberg_eq_pair (ad a cd c : Fin 2 → R)
    (hacd : ∀ i j, Commute (a i) (cd j)) :
    heisenberg K ad a cd c =
      (1 / 4 : K) • (number ad a * number cd c) - (1 / 2 : K) • (pair ad cd * pair a c) := by
  -- collect the operators of S on the left and those of T on the right
  have e : ∀ i j k l, ad i * cd j * (a k * c l) = ad i * a k * (cd j * c l) :=
    fun i j k l => (hacd k j).symm.mul_mul_mul_comm _ _
  simp only [heisenberg, spinZ, raising, lowering, number, pair, smul_mul_assoc,
    mul_smul_comm, mul_add, add_mul, mul_sub, sub_mul, e]
  module
```

Schwinger-boson mean-field theory uses this form. For an antiferromagnetic bond $J\,\mathbf S\cdot\mathbf T$ with $J>0$ and $2s$ bosons on each spin, the first term is the constant $Js^2$. Replacing $A'A$ by $\bar\alpha A+\alpha A'-|\alpha|^2$, with $\alpha=\langle A\rangle$, leaves a Hamiltonian quadratic in the bosons. That replacement is an approximation, whereas the identity before it is exact. For $\alpha\ne0$ the new Hamiltonian does not conserve the boson number of each spin, so the value $2s$ is then imposed only on average.

## The hopping form

Now let $a_ia_j'-a_j'a_i=\delta_{ij}$, and let both $a_i$ and $a_i'$ commute with every $c_j'$. Then

$$c_i'a_ia_j'c_j=a_j'a_i\,c_i'c_j+\delta_{ij}\,c_i'c_j .$$

Summing over $i$ and $j$ gives

$$B'B=n_0m_0+n_1m_1+S^+T^-+S^-T^++N_T .$$

Since $N_SN_T$ contains all four products $n_im_j$, it follows that

$$\mathbf S\cdot\mathbf T=\tfrac12B'B-\tfrac12N_T-\tfrac14N_SN_T .$$

In the code, `h1` is the commutation relation and `h2` moves $c_i'$ past the operators of $S$. The comparison of coefficients is the same as before.

```lean
/-- If the modes of S obey the canonical commutation relations and commute with the creators
of T, the Heisenberg coupling is `B'B / 2 - N_T / 2 - N_S N_T / 4`, where `B` moves a boson
from T to S and `B'` moves one back. -/
theorem heisenberg_eq_hop (ad a cd c : Fin 2 → R)
    (hccr : ∀ i j, a i * ad j - ad j * a i = if i = j then 1 else 0)
    (hacd : ∀ i j, Commute (a i) (cd j)) (hadcd : ∀ i j, Commute (ad i) (cd j)) :
    heisenberg K ad a cd c =
      (1 / 2 : K) • (hop cd a * hop ad c) - (1 / 2 : K) • number cd c
        - (1 / 4 : K) • (number ad a * number cd c) := by
  -- normal ordering produces one extra term when the two flavours agree
  have e : ∀ i j, cd i * a i * (ad j * c j) =
      ad j * a i * (cd i * c j) + if i = j then cd i * c j else 0 := by
    intro i j
    have h1 : a i * ad j = ad j * a i + if i = j then 1 else 0 := by
      rw [← hccr i j]; abel
    have h2 : ad j * a i * cd i = cd i * (ad j * a i) :=
      ((hadcd j i).mul_left (hacd i i)).eq
    calc cd i * a i * (ad j * c j) = cd i * (a i * ad j) * c j := by
          simp only [mul_assoc]
      _ = ad j * a i * cd i * c j + cd i * (if i = j then 1 else 0) * c j := by
          rw [h1, mul_add, add_mul, h2]
      _ = _ := by split_ifs <;> simp [mul_assoc]
  simp only [heisenberg, spinZ, raising, lowering, number, hop, smul_mul_assoc,
    mul_smul_comm, mul_add, add_mul, mul_sub, sub_mul, e, ↓reduceIte, zero_ne_one,
    one_ne_zero]
  module

end Algebra
```

## Expectation values and bounds

The operators now act on a complex inner product space $V$ and are defined on all of it. For bosons, $V$ is naturally the space of finite combinations of number states, and completeness is not required. The inner product is linear in its second argument, with $\langle x,x\rangle=\|x\|^2$.

```lean
section Expectation

variable {V : Type*} [NormedAddCommGroup V] [InnerProductSpace ℂ V]

/-- The inner product of a state with itself is its squared norm. -/
lemma inner_self_real (x : V) : ⟪x, x⟫_ℂ = ((‖x‖ ^ 2 : ℝ) : ℂ) := by
  rw [Complex.ofReal_pow]
  exact inner_self_eq_norm_sq_to_K x
```

The hypotheses `ha` and `hc` make each creator adjoint to its annihilator. The state satisfies $N_S\psi=2s\psi$ and $N_T\psi=2t\psi$, with $s$ and $t$ real. Treating such a state as that of a physical spin-$s$ and spin-$t$ pair is the usual Schwinger identification; the theorems start from the bosons and do not derive it.

If the annihilators of the two spins also commute with each other, then $\langle\psi,A'\varphi\rangle=\langle A\psi,\varphi\rangle$ for every $\varphi$, which is `hA`. Setting $\varphi=A\psi$ in the pair form gives

$$\langle\psi,\mathbf S\cdot\mathbf T\,\psi\rangle=st\|\psi\|^2-\tfrac12\|A\psi\|^2 .$$

```lean
/-- Let creators be adjoint to annihilators, and let the annihilators of S commute with all
operators of T. In a state with `2s` bosons in S and `2t` in T, the Heisenberg coupling has
expectation `s t ‖ψ‖² - ‖A ψ‖² / 2`. -/
theorem expectation_eq_pair (ad a cd c : Fin 2 → Module.End ℂ V)
    (ha : ∀ i x y, ⟪x, ad i y⟫_ℂ = ⟪a i x, y⟫_ℂ)
    (hc : ∀ i x y, ⟪x, cd i y⟫_ℂ = ⟪c i x, y⟫_ℂ)
    (hac : ∀ i j, Commute (a i) (c j)) (hacd : ∀ i j, Commute (a i) (cd j))
    (s t : ℝ) (ψ : V) (hS : number ad a ψ = (2 * s : ℂ) • ψ)
    (hT : number cd c ψ = (2 * t : ℂ) • ψ) :
    ⟪ψ, heisenberg ℂ ad a cd c ψ⟫_ℂ =
      ((s * t * ‖ψ‖ ^ 2 - ‖pair a c ψ‖ ^ 2 / 2 : ℝ) : ℂ) := by
  have hs : ∀ i j, c j (a i ψ) = a i (c j ψ) := fun i j =>
    (LinearMap.congr_fun (hac i j).eq ψ).symm
  -- the pair creator is adjoint to the pair annihilator
  have hA : ∀ φ, ⟪ψ, pair ad cd φ⟫_ℂ = ⟪pair a c ψ, φ⟫_ℂ := by
    intro φ
    simp only [pair, LinearMap.sub_apply, Module.End.mul_apply, inner_sub_right,
      inner_sub_left, ha, hc, hs]
  rw [heisenberg_eq_pair ℂ ad a cd c hacd]
  simp only [LinearMap.sub_apply, LinearMap.smul_apply, Module.End.mul_apply, hT, map_smul,
    hS, inner_sub_right, inner_smul_right, hA, inner_self_real]
  push_cast
  ring
```

Similarly $\langle\psi,B'\varphi\rangle=\langle B\psi,\varphi\rangle$, which is `hB`. The terms $-\tfrac12N_T$ and $-\tfrac14N_SN_T$ contribute $-t\|\psi\|^2$ and $-st\|\psi\|^2$, so

$$\langle\psi,\mathbf S\cdot\mathbf T\,\psi\rangle=\tfrac12\|B\psi\|^2-t(s+1)\|\psi\|^2 .$$

```lean
/-- Let creators be adjoint to annihilators, let the modes of S obey the canonical commutation
relations and commute with the creators of T. In a state with `2s` bosons in S and `2t` in T,
the Heisenberg coupling has expectation `‖B ψ‖² / 2 - t (s + 1) ‖ψ‖²`. -/
theorem expectation_eq_hop (ad a cd c : Fin 2 → Module.End ℂ V)
    (ha : ∀ i x y, ⟪x, ad i y⟫_ℂ = ⟪a i x, y⟫_ℂ)
    (hc : ∀ i x y, ⟪x, cd i y⟫_ℂ = ⟪c i x, y⟫_ℂ)
    (hccr : ∀ i j, a i * ad j - ad j * a i = if i = j then 1 else 0)
    (hacd : ∀ i j, Commute (a i) (cd j)) (hadcd : ∀ i j, Commute (ad i) (cd j))
    (s t : ℝ) (ψ : V) (hS : number ad a ψ = (2 * s : ℂ) • ψ)
    (hT : number cd c ψ = (2 * t : ℂ) • ψ) :
    ⟪ψ, heisenberg ℂ ad a cd c ψ⟫_ℂ =
      ((‖hop ad c ψ‖ ^ 2 / 2 - t * (s + 1) * ‖ψ‖ ^ 2 : ℝ) : ℂ) := by
  have ha' : ∀ i x y, ⟪x, a i y⟫_ℂ = ⟪ad i x, y⟫_ℂ := by
    intro i x y
    rw [← inner_conj_symm x (a i y), ← ha, inner_conj_symm]
  -- the two hopping operators are adjoint to each other
  have hB : ∀ φ, ⟪ψ, hop cd a φ⟫_ℂ = ⟪hop ad c ψ, φ⟫_ℂ := by
    intro φ
    simp only [hop, LinearMap.add_apply, Module.End.mul_apply, inner_add_right,
      inner_add_left, ha', hc]
  rw [heisenberg_eq_hop ℂ ad a cd c hccr hacd hadcd]
  simp only [LinearMap.sub_apply, LinearMap.smul_apply, Module.End.mul_apply, hT, map_smul,
    hS, inner_sub_right, inner_smul_right, hB, inner_self_real]
  push_cast
  ring
```

Squared norms are non-negative. Dropping them gives

$$-t(s+1)\|\psi\|^2\le\langle\psi,\mathbf S\cdot\mathbf T\,\psi\rangle\le st\|\psi\|^2 .$$

Lean states this for the real part `.re`; the two preceding formulas show that the expectation is real. The canonical relations within $T$ are never used. For bosons the lower bound is attained when $t\le s$. When $t>s$ it is not, and exchanging the roles of the two spins gives the sharper bound $-s(t+1)\|\psi\|^2$.

```lean
/-- For two Schwinger spins built from independent modes, with canonical commutation relations
for S and creators adjoint to annihilators, the Heisenberg coupling in a state with `2s` and
`2t` bosons lies between `-t (s + 1)` and `s t`, times `‖ψ‖²`. -/
theorem heisenberg_bounds (ad a cd c : Fin 2 → Module.End ℂ V)
    (ha : ∀ i x y, ⟪x, ad i y⟫_ℂ = ⟪a i x, y⟫_ℂ)
    (hc : ∀ i x y, ⟪x, cd i y⟫_ℂ = ⟪c i x, y⟫_ℂ)
    (hccr : ∀ i j, a i * ad j - ad j * a i = if i = j then 1 else 0)
    (hac : ∀ i j, Commute (a i) (c j)) (hacd : ∀ i j, Commute (a i) (cd j))
    (hadcd : ∀ i j, Commute (ad i) (cd j))
    (s t : ℝ) (ψ : V) (hS : number ad a ψ = (2 * s : ℂ) • ψ)
    (hT : number cd c ψ = (2 * t : ℂ) • ψ) :
    -(t * (s + 1) * ‖ψ‖ ^ 2) ≤ (⟪ψ, heisenberg ℂ ad a cd c ψ⟫_ℂ).re ∧
      (⟪ψ, heisenberg ℂ ad a cd c ψ⟫_ℂ).re ≤ s * t * ‖ψ‖ ^ 2 := by
  constructor
  · rw [expectation_eq_hop ad a cd c ha hc hccr hacd hadcd s t ψ hS hT, Complex.ofReal_re]
    linarith [sq_nonneg ‖hop ad c ψ‖]
  · rw [expectation_eq_pair ad a cd c ha hc hac hacd s t ψ hS hT, Complex.ofReal_re]
    linarith [sq_nonneg ‖pair a c ψ‖]

end Expectation
```

## Two spins one half

Take $s=t=\tfrac12$ and the normalised singlet $\psi=(a_0'c_1'-a_1'c_0')|0\rangle/\sqrt2$. Then $A\psi=\sqrt2\,|0\rangle$, and the pair form gives $\tfrac14-\tfrac12\cdot2=-\tfrac34$. Since $B\psi=(-a_0'a_1'+a_1'a_0')|0\rangle/\sqrt2=0$, the hopping form gives $-\tfrac12\cdot\tfrac32=-\tfrac34$ as well, which is the lower bound.

For the triplet state $a_0'c_0'|0\rangle$ we have $A\psi=0$ and $\|B\psi\|^2=\|a_0'^2|0\rangle\|^2=2$. Both forms give $\tfrac14$, the upper bound.

## Modes realised on polynomials

The commutation relations have a concrete model on polynomials in four variables. The label `inl` marks the two variables of $S$, and `inr` those of $T$.

```lean
section Witness

open MvPolynomial

/-- Polynomials in four variables, two for each spin. -/
abbrev Poly := MvPolynomial (Fin 2 ⊕ Fin 2) ℂ
```

Creation in mode $k$ is multiplication by $x_k$.

```lean
/-- Creation of a boson in mode `k`: multiplication by the variable `k`. -/
def create (k : Fin 2 ⊕ Fin 2) : Module.End ℂ Poly := LinearMap.mulLeft ℂ (X k)
```

Annihilation is the derivative $\partial_k$.

```lean
/-- Annihilation of a boson in mode `k`: differentiation in the variable `k`. -/
def annihilate (k : Fin 2 ⊕ Fin 2) : Module.End ℂ Poly :=
  (pderiv k : Derivation ℂ Poly Poly).toLinearMap
```

The product rule gives $\partial_k(x_lp)=x_l\partial_kp+\delta_{kl}\,p$.

```lean
/-- Annihilating after creating equals creating after annihilating, plus the original
polynomial when the two modes coincide. -/
lemma annihilate_create (k l : Fin 2 ⊕ Fin 2) (p : Poly) :
    annihilate k (create l p) = create l (annihilate k p) + if k = l then p else 0 := by
  have hann : ∀ q : Poly, annihilate k q = pderiv k q := fun _ => rfl
  simp only [create, LinearMap.mulLeft_apply, hann, Derivation.leibniz, smul_eq_mul]
  by_cases h : k = l
  · subst h
    rw [pderiv_X_self, mul_one p, if_pos rfl]
  · rw [pderiv_X_of_ne (Ne.symm h), mul_zero p, if_neg h]
```

Partial derivatives commute: the commutator of two derivations is again a derivation, and this one sends every variable to zero, so it vanishes.

```lean
/-- Annihilators of any two modes commute. -/
lemma annihilate_comm (k l : Fin 2 ⊕ Fin 2) (p : Poly) :
    annihilate k (annihilate l p) = annihilate l (annihilate k p) := by
  have hann : ∀ (m : Fin 2 ⊕ Fin 2) (q : Poly), annihilate m q = pderiv m q := fun _ _ => rfl
  -- the commutator of two derivations is a derivation that kills every variable
  have h : ⁅(pderiv k : Derivation ℂ Poly Poly), (pderiv l : Derivation ℂ Poly Poly)⁆ = 0 := by
    apply MvPolynomial.derivation_ext
    intro m
    simp only [Derivation.commutator_apply, pderiv_X, Pi.single_apply]
    split_ifs <;> simp
  have hp := DFunLike.congr_fun h p
  simp only [Derivation.commutator_apply, Derivation.coe_zero, Pi.zero_apply] at hp
  simp only [hann]
  exact sub_eq_zero.mp hp
```

These two facts, with the commutativity of multiplication, yield the four relations assumed in `heisenberg_bounds`. The adjoint relations need an inner product, which is not constructed here; the usual choice makes monomials orthogonal, with $\|\prod_kx_k^{n_k}\|^2=\prod_kn_k!$.

```lean
/-- Multiplication and differentiation on polynomials in four variables satisfy the
commutation relations required of the two Schwinger spins. -/
theorem modes_witness :
    (∀ i j : Fin 2, annihilate (.inl i) * create (.inl j) - create (.inl j) * annihilate (.inl i)
      = if i = j then 1 else 0) ∧
    (∀ i j : Fin 2, Commute (annihilate (.inl i)) (annihilate (.inr j))) ∧
    (∀ i j : Fin 2, Commute (annihilate (.inl i)) (create (.inr j))) ∧
    (∀ i j : Fin 2, Commute (create (.inl i)) (create (.inr j))) := by

  refine ⟨fun i j => LinearMap.ext fun p => ?_, fun i j => LinearMap.ext fun p => ?_,
    fun i j => LinearMap.ext fun p => ?_, fun i j => LinearMap.ext fun p => ?_⟩
  · rw [LinearMap.sub_apply, Module.End.mul_apply, Module.End.mul_apply, annihilate_create,
      add_sub_cancel_left]
    by_cases h : i = j <;> simp [h]
  · rw [Module.End.mul_apply, Module.End.mul_apply, annihilate_comm]
  · rw [Module.End.mul_apply, Module.End.mul_apply, annihilate_create,
      if_neg Sum.inl_ne_inr, add_zero]
  · simp only [create, Module.End.mul_apply, LinearMap.mulLeft_apply]
    exact mul_left_comm _ _ _

end Witness

end

end SchwingerBondOperators
```

```lean
#print axioms SchwingerBondOperators.heisenberg_bounds
-- 'SchwingerBondOperators.heisenberg_bounds' depends on axioms: [propext, Classical.choice, Quot.sound]
```
